# A Hermitian Bloch matrix with real hoppings has the same spectrum at k and −k

Let H(k) be the Bloch matrix of a one-dimensional tight-binding model with orthonormal orbitals and finitely many real hopping matrices. If H(k) is Hermitian at some real k, then

H(−k) = H(k)ᵀ,

and H(−k) and H(k) have the same characteristic polynomial. Their energies therefore agree, degeneracies included. When H(k) is Hermitian at every real k and the lattice spacing is 1, the bands need to be computed only for 0 ≤ k ≤ π, since the other half of the Brillouin zone repeats them.

Both hypotheses matter. Two one-band chains at the end, one with imaginary hoppings and one with hopping in a single direction, lose the symmetry at every k with sin k ≠ 0.

## The Bloch matrix and its real hoppings

The orbitals in a unit cell are labelled by the elements of a type `n`. The letters i and j stand for such labels, so the imaginary unit is written I in the formulas, after Lean's `Complex.I`; the comments in the code call it i.

```lean
import Mathlib

open Matrix

namespace BlochTimeReversal

noncomputable section

variable {n : Type*}
```

Let S be a finite set of integers R, each counting cells along the chain, and let t_R be the hopping matrix for the displacement R. The Bloch matrix is

H(k) = Σ_{R∈S} exp(I k R) t_R.

```lean
/-- The Bloch matrix `H(k) = ∑ exp(i k R) t_R`, summed over a finite set `S` of integer
lattice vectors `R` with hopping matrices `t_R`. -/
def blochH (S : Finset ℤ) (t : ℤ → Matrix n n ℂ) (k : ℝ) : Matrix n n ℂ :=
  ∑ R ∈ S, Complex.exp (Complex.I * k * R) • t R
```

In `blochH S t k`, the momentum `k` is a real number and the lattice spacing is 1. The element (t_R)_ij is the amplitude from orbital j in cell R to orbital i in cell 0, so R is the position of the starting cell relative to the final one. The phase depends on the cell number R alone and not on the positions of the orbitals inside the cell. Values of `t` outside `S` play no role.

The definition allows complex hoppings, which the imaginary-hopping chain will use. A model with real hoppings enters through the inclusion of the real numbers in the complex numbers, applied to each matrix element.

```lean
/-- Real hopping matrices, regarded as complex ones. -/
def realHop (t : ℤ → Matrix n n ℝ) (R : ℤ) : Matrix n n ℂ :=
  (t R).map Complex.ofReal
```

Real hoppings are the physical content of time-reversal symmetry for spinless particles in a basis of real orbitals, where reversing time means complex conjugation. A magnetic flux would in general put phases on the hoppings. For spin-½ particles time reversal also reverses the spin; that operator and the Kramers pairs it leads to are not treated here.

The argument works element by element, with

H(k)_ij = Σ_{R∈S} exp(I k R) (t_R)_ij.

```lean
/-- Each matrix element of `H(k)` is the Fourier sum of the corresponding hoppings. -/
theorem blochH_apply (S : Finset ℤ) (t : ℤ → Matrix n n ℂ) (k : ℝ) (i j : n) :
    blochH S t k i j = ∑ R ∈ S, Complex.exp (Complex.I * k * R) * t R i j := by
  simp [blochH, Matrix.sum_apply]
```

## Conjugation reverses the momentum

Since k and R are real, conjugation changes only the sign of I in the exponent:

exp(I k R)* = exp(−I k R) = exp(I (−k) R).

```lean
/-- Complex conjugation of a Bloch phase reverses the crystal momentum. -/
theorem phase_conj (k : ℝ) (R : ℤ) :
    starRingEnd ℂ (Complex.exp (Complex.I * k * R))
      = Complex.exp (Complex.I * ((-k : ℝ) : ℂ) * R) := by
  rw [← Complex.exp_conj]
  congr 1
  simp
```

Here `starRingEnd ℂ` is complex conjugation. The rewrite with `Complex.exp_conj` carries it into the exponent, and `simp` evaluates it there.

Now conjugate a whole matrix element. Real hoppings satisfy (t_R)_ij* = (t_R)_ij, so

(H(k)_ij)* = Σ_{R∈S} exp(I k R)* (t_R)_ij*
= Σ_{R∈S} exp(I (−k) R) (t_R)_ij
= H(−k)_ij.

```lean
/-- For real hoppings, `H(-k)` is the entrywise complex conjugate of `H(k)`. -/
theorem blochH_neg_eq_conj (S : Finset ℤ) (t : ℤ → Matrix n n ℝ) (k : ℝ) :
    blochH S (realHop t) (-k) = (blochH S (realHop t) k).map (starRingEnd ℂ) := by
  ext i j
  rw [Matrix.map_apply, blochH_apply, blochH_apply, map_sum]
  refine Finset.sum_congr rfl fun R _ => ?_
  rw [map_mul, phase_conj]
  simp [realHop]
```

The proof follows the same lines: `map_sum` and `map_mul` distribute the conjugation over the sum and the products, `phase_conj` treats the phase, and the last `simp` uses the reality of the hoppings. Hermiticity has not been used.

## Matched forward and backward hops make H(k) Hermitian

Suppose that S contains −R whenever it contains R, and that t_{−R} = t_R†. Physically, every hop has a reverse hop with the conjugate amplitude. Then

(H(k)_ji)* = Σ_{R∈S} exp(−I k R) (t_R)_ji*
= Σ_{R∈S} exp(−I k R) (t_{−R})_ij
= Σ_{R′∈S} exp(I k R′) (t_{R′})_ij
= H(k)_ij,

where the third line sets R′ = −R.

```lean
/-- If `S` contains `-R` along with `R`, and `t_{-R}` is the adjoint of `t_R`, then `H(k)` is
Hermitian at every real `k`. -/
theorem blochH_isHermitian (S : Finset ℤ) (t : ℤ → Matrix n n ℂ)
    (hS : ∀ R ∈ S, -R ∈ S) (ht : ∀ R ∈ S, t (-R) = (t R)ᴴ) (k : ℝ) :
    (blochH S t k).IsHermitian := by
  refine Matrix.IsHermitian.ext fun i j => ?_
  rw [blochH_apply, blochH_apply, star_sum]
  -- the adjoint of the term at `R` is the term at `-R`
  refine Finset.sum_nbij' (fun R => -R) (fun R => -R) hS hS (by simp) (by simp) ?_
  intro R hR
  have hp : star (Complex.exp (Complex.I * k * R))
      = Complex.exp (Complex.I * k * ((-R : ℤ) : ℂ)) :=
    (phase_conj k R).trans (by congr 1; push_cast; ring)
  rw [ht R hR, Matrix.conjTranspose_apply, star_mul', hp]
```

The two conditions are `hS` and `ht`, and the conclusion holds at every real k. The substitution R′ = −R is carried out by `Finset.sum_nbij'`, which is given the map R ↦ −R together with its inverse, the same map. The remaining goal compares one term with its partner, and `hp` supplies the phase. For real hoppings the second condition reads t_{−R} = t_Rᵀ.

The next two theorems, on the transpose and the characteristic polynomial, do not assume these two conditions. Besides real hoppings they ask only for the Hermiticity of H(k) at the momentum in question, and the conditions are a convenient way to obtain it.

## From the conjugate to the transpose, and to equal spectra

Hermiticity says that (H(k)_ij)* = H(k)_ji. Together with the conjugation result this gives

H(−k)_ij = (H(k)_ij)* = H(k)_ji,

which is H(−k) = H(k)ᵀ.

```lean
/-- For real hoppings, if `H(k)` is Hermitian then `H(-k)` is the transpose of `H(k)`. -/
theorem blochH_neg_eq_transpose (S : Finset ℤ) (t : ℤ → Matrix n n ℝ) (k : ℝ)
    (hH : (blochH S (realHop t) k).IsHermitian) :
    blochH S (realHop t) (-k) = (blochH S (realHop t) k)ᵀ := by
  ext i j
  rw [blochH_neg_eq_conj, Matrix.map_apply, Matrix.transpose_apply]
  exact hH.apply j i
```

The hypothesis `hH` is Hermiticity at the single value `k`, and `hH.apply j i` is the second equality above.

A determinant does not change under transposition. With 1 for the identity matrix,

det(λ1 − H(−k)) = det(λ1 − H(k)ᵀ)
= det((λ1 − H(k))ᵀ)
= det(λ1 − H(k)).

```lean
/-- For real hoppings, if `H(k)` is Hermitian then `H(-k)` and `H(k)` have the same
characteristic polynomial. -/
theorem blochH_neg_charpoly [Fintype n] [DecidableEq n]
    (S : Finset ℤ) (t : ℤ → Matrix n n ℝ) (k : ℝ)
    (hH : (blochH S (realHop t) k).IsHermitian) :
    (blochH S (realHop t) (-k)).charpoly = (blochH S (realHop t) k).charpoly := by
  rw [blochH_neg_eq_transpose S t k hH, Matrix.charpoly_transpose]
```

The number of orbitals must now be finite, so that there is a determinant to take. The conclusion is an equality of polynomials in λ, and hence of eigenvalues with their multiplicities. It relates two momenta and implies no degeneracy at a single one. The proof rewrites H(−k) as the transpose and then uses Mathlib's `Matrix.charpoly_transpose` for the determinant step.

The smallest case with a band has one orbital per cell. H(k) is then a single number, Hermiticity makes it real, and transposition does nothing, so the theorem reduces to E(−k) = E(k). With a real hopping τ to each neighbour, the band is

E(k) = τ exp(I k) + τ exp(−I k) = 2τ cos k,

which is visibly even.

## The conjugate state at −k

The symmetry also acts on states. Let v solve H(k) v = E v with real E, or in components

Σ_j H(k)_ij v_j = E v_i.

Conjugating both sides and using H(k)_ij* = H(−k)_ij gives

Σ_j H(−k)_ij v_j* = E v_i*.

```lean
/-- For real hoppings, if `v` solves `H(k) v = E v` with real `E`, then the complex conjugate
of `v` solves the same equation at `-k`. -/
theorem conj_bloch_state [Fintype n] (S : Finset ℤ) (t : ℤ → Matrix n n ℝ) (k E : ℝ)
    (v : n → ℂ) (hv : blochH S (realHop t) k *ᵥ v = (E : ℂ) • v) :
    blochH S (realHop t) (-k) *ᵥ (fun i => starRingEnd ℂ (v i))
      = (E : ℂ) • (fun i => starRingEnd ℂ (v i)) := by
  rw [blochH_neg_eq_conj]
  ext i
  have h := congrArg (starRingEnd ℂ) (congrFun hv i)
  simpa only [Matrix.mulVec, dotProduct, map_sum, map_mul, Pi.smul_apply, smul_eq_mul,
    Complex.conj_ofReal, Matrix.map_apply] using h
```

If v is nonzero, so is v*, and the two are eigenvectors with the same energy at opposite momenta. Conjugation preserves the norm, so a normalised v gives a normalised partner. The theorem does not assume that H(k) is Hermitian; the reality of E is what keeps the energy unchanged. In the proof, `congrFun hv i` picks out component i of the eigenvalue equation, `congrArg` conjugates it, and `simpa` distributes the conjugation over sums and products.

## A chain with alternating hoppings

A concrete model, often called the SSH chain after Su, Schrieffer and Heeger, has two sites per cell, numbered 0 and 1 as in Lean. From here on v is a real hopping within the cell, no longer a state, and w is a real hopping between neighbouring cells. The nonzero elements of the hopping matrices are

(t_0)_01 = (t_0)_10 = v, (t_1)_10 = w, (t_{−1})_01 = w.

```lean
/-- Hoppings of a chain with two sites per cell: `v` within a cell, `w` between neighbouring cells.
-/
def sshHop (v w : ℝ) (R : ℤ) : Matrix (Fin 2) (Fin 2) ℝ :=
  if R = 0 then !![0, v; v, 0]
  else if R = 1 then !![0, 0; w, 0]
  else if R = -1 then !![0, w; 0, 0]
  else 0
```

Adding the three terms with their phases gives

H(k)_00 = H(k)_11 = 0,
H(k)_01 = v + w exp(−I k),
H(k)_10 = v + w exp(I k).

The off-diagonal elements are conjugates of each other, so the matrix is Hermitian.

```lean
/-- The two-site chain with real hoppings `v` and `w` has the displayed Bloch matrix, and this
matrix is Hermitian. -/
theorem sshHop_witness (v w k : ℝ) :
    blochH {-1, 0, 1} (realHop (sshHop v w)) k
      = !![0, v + w * Complex.exp (-(Complex.I * k));
           v + w * Complex.exp (Complex.I * k), 0] ∧
    (blochH {-1, 0, 1} (realHop (sshHop v w)) k).IsHermitian := by
  constructor
  · ext i j
    fin_cases i <;> fin_cases j <;> simp [blochH_apply, realHop, sshHop] <;> ring
  · apply blochH_isHermitian
    · intro R hR
      simp only [Finset.mem_insert, Finset.mem_singleton] at hR ⊢
      omega
    · intro R hR
      simp only [Finset.mem_insert, Finset.mem_singleton] at hR
      rcases hR with rfl | rfl | rfl <;> ext i j <;> fin_cases i <;> fin_cases j <;>
        simp [realHop, sshHop]
```

For the explicit matrix, `fin_cases` runs through the four elements and `simp` evaluates each sum. Hermiticity comes from the criterion for matched hops: `omega` checks that {−1, 0, 1} is closed under a change of sign, and the three values of R are compared one by one.

This supplies the hypothesis of `blochH_neg_charpoly` at every k. Expanding the 2×2 determinant by hand shows the evenness directly, since

E(k)² = v² + w² + 2vw cos k.

## Imaginary hoppings give an odd band

To see what real hoppings contribute, keep H(k) Hermitian and give up reality. Take one orbital per cell and t_R = I R, so that t_1 = I and t_{−1} = −I.

```lean
/-- One-band hoppings `t_R = i R`; in particular `t_1 = i` and `t_{-1} = -i`. -/
def fluxHop (R : ℤ) : Matrix (Fin 1) (Fin 1) ℂ :=
  Matrix.of fun _ _ => Complex.I * R
```

With S = {−1, 1}, the only matrix element is

H(k)_00 = I exp(I k) − I exp(−I k) = I · 2I sin k = −2 sin k.

```lean
/-- The one-band chain with hoppings `i` and `-i` has the dispersion `-2 sin k`. -/
theorem fluxHop_band (k : ℝ) :
    blochH {-1, 1} fluxHop k 0 0 = ((-2 * Real.sin k : ℝ) : ℂ) := by
  have h1 : Complex.exp (Complex.I * k * ((1 : ℤ) : ℂ))
      = Complex.cos k + Complex.sin k * Complex.I := by
    rw [← Complex.exp_mul_I]
    congr 1
    push_cast
    ring
  have h2 : Complex.exp (Complex.I * k * ((-1 : ℤ) : ℂ))
      = Complex.cos k - Complex.sin k * Complex.I := by
    have h := Complex.exp_mul_I (-(k : ℂ))
    rw [Complex.cos_neg, Complex.sin_neg] at h
    rw [show Complex.I * k * ((-1 : ℤ) : ℂ) = -(k : ℂ) * Complex.I by push_cast; ring, h]
    ring
  rw [blochH_apply, Finset.sum_pair (by norm_num), h1, h2]
  simp only [fluxHop, Matrix.of_apply]
  push_cast
  linear_combination (2 * Complex.sin k) * Complex.I_sq
```

The facts `h1` and `h2` are Euler's formula for the two phases, and the closing `linear_combination` uses I² = −1. Since −2 sin k = 2 cos(k + π/2), this is the ordinary cosine band displaced in momentum, as a uniform phase on the hoppings of a ring threaded by magnetic flux would displace it.

To compare characteristic polynomials, note that a 1×1 matrix with entry a has the polynomial λ − a. Equal polynomials therefore mean equal entries.

```lean
/-- One-band matrices with equal characteristic polynomials have the same entry. -/
theorem entry_eq_of_charpoly_eq {A B : Matrix (Fin 1) (Fin 1) ℂ}
    (h : A.charpoly = B.charpoly) : A 0 0 = B 0 0 := by
  have hd : A.det = B.det := by
    rw [Matrix.det_eq_sign_charpoly_coeff A, Matrix.det_eq_sign_charpoly_coeff B, h]
  rwa [Matrix.det_fin_one, Matrix.det_fin_one] at hd
```

The Lean proof reads the determinant off the constant coefficient, up to sign, and the determinant of a 1×1 matrix is its entry.

If the polynomials at −k and k were equal, the entries would be too:

2 sin k = −2 sin k,

which forces sin k = 0. At every other k they differ, although H(k) is Hermitian because t_{−1} = −I is the conjugate of t_1 = I.

```lean
/-- With the imaginary hoppings `i` and `-i`, `H(k)` is Hermitian, but the characteristic
polynomials at `-k` and `k` differ whenever `sin k ≠ 0`. -/
theorem imaginary_hopping_breaks_symmetry (k : ℝ) (hk : Real.sin k ≠ 0) :
    (blochH {-1, 1} fluxHop k).IsHermitian ∧
    (blochH {-1, 1} fluxHop (-k)).charpoly ≠ (blochH {-1, 1} fluxHop k).charpoly := by
  constructor
  · apply blochH_isHermitian
    · intro R hR
      simp only [Finset.mem_insert, Finset.mem_singleton] at hR ⊢
      omega
    · intro R _
      ext i j
      simp [fluxHop, mul_comm]
  · intro h
    have h0 := entry_eq_of_charpoly_eq h
    rw [fluxHop_band, fluxHop_band] at h0
    have h1 := Complex.ofReal_injective h0
    rw [Real.sin_neg] at h1
    exact hk (by linarith)
```

The first half of the proof applies the criterion for matched hops. The second assumes equal polynomials, extracts the entries, inserts the dispersion and contradicts `hk`. The excluded momenta are the multiples of π, where k and −k are the same point of the Brillouin zone.

## Hopping in one direction only

Now keep the hopping real and give up Hermiticity. The result is not the Hamiltonian of a closed quantum system; it serves here to test the hypothesis. With one orbital per cell and the single displacement R = 1 with t_1 = 1, no reverse hop balances the forward one, and

H(k)_00 = exp(I k), H(−k)_00 = exp(−I k).

Their imaginary parts are sin k and −sin k, so the entries, and with them the characteristic polynomials, differ whenever sin k ≠ 0.

```lean
/-- With a single real hopping to one side only, the characteristic polynomials at `-k` and `k`
differ whenever `sin k ≠ 0`. -/
theorem one_way_hopping_breaks_symmetry (k : ℝ) (hk : Real.sin k ≠ 0) :
    (blochH {1} (realHop fun _ => (1 : Matrix (Fin 1) (Fin 1) ℝ)) (-k)).charpoly
      ≠ (blochH {1} (realHop fun _ => (1 : Matrix (Fin 1) (Fin 1) ℝ)) k).charpoly := by
  have e : ∀ q : ℝ, blochH {1} (realHop fun _ => (1 : Matrix (Fin 1) (Fin 1) ℝ)) q 0 0
      = Complex.exp (q * Complex.I) := by
    intro q
    simp [blochH_apply, realHop, mul_comm]
  intro h
  have h0 := entry_eq_of_charpoly_eq h
  rw [e, e] at h0
  -- compare the imaginary parts of the two phases
  have h1 := congrArg Complex.im h0
  rw [Complex.exp_ofReal_mul_I_im, Complex.exp_ofReal_mul_I_im, Real.sin_neg] at h1
  exact hk (by linarith)

end

end BlochTimeReversal
```

The function `fun _ => 1` assigns the same matrix to every displacement, but the set `{1}` keeps only one of them. The auxiliary statement `e` computes the entry at an arbitrary momentum, and `Complex.exp_ofReal_mul_I_im` gives the imaginary parts. By `blochH_neg_charpoly`, H(k) cannot be Hermitian at any of these momenta. The conjugation rule still holds, because it needs only real hoppings: exp(−I k) is the conjugate of exp(I k). What fails is the step from the conjugate to the transpose.

```lean
#print axioms BlochTimeReversal.blochH_neg_charpoly
#print axioms BlochTimeReversal.conj_bloch_state
#print axioms BlochTimeReversal.imaginary_hopping_breaks_symmetry
#print axioms BlochTimeReversal.one_way_hopping_breaks_symmetry
```

```
'BlochTimeReversal.blochH_neg_charpoly' depends on axioms: [propext, Classical.choice, Quot.sound]
'BlochTimeReversal.conj_bloch_state' depends on axioms: [propext, Classical.choice, Quot.sound]
'BlochTimeReversal.imaginary_hopping_breaks_symmetry' depends on axioms: [propext, Classical.choice, Quot.sound]
'BlochTimeReversal.one_way_hopping_breaks_symmetry' depends on axioms: [propext, Classical.choice, Quot.sound]
```
